# After one plain step of a K-contraction from a point that is not fixed, the two Anderson coefficients are unique and at most K/(1−K) and 1/(1−K) in size

Take a self-consistency map F on a real inner-product space that, in the norm of that space, multiplies all distances by at most K < 1. Start at x₀ with nonzero residual r(x₀) = F(x₀) − x₀, and let x₁ = F(x₀). Anderson mixing then chooses weights c₁ for x₀ and c₂ for x₁, with c₁ + c₂ = 1, that make c₁ r(x₀) + c₂ r(x₁) as short as possible in the same norm. I believe these weights exist, are unique, and satisfy

|c₁| ≤ K/(1−K) and |c₂| ≤ 1/(1−K),

even when F is nonlinear. Can this be made rigorous and checked by machine?

## From least residual to a scalar equation

Yes. The argument needs only the Lipschitz bound and Cauchy-Schwarz. Write u = r(x₀), v = r(x₁) and d = u − v. Since x₁ = F(x₀),

‖v‖ = ‖F(x₁) − F(x₀)‖ ≤ K ‖x₁ − x₀‖ = K ‖u‖.

As ‖u‖ > 0, this forces K ≥ 0. It also gives ‖v‖ < ‖u‖, so d ≠ 0.

Let w = c₁u + c₂v with c₁ + c₂ = 1. Every other pair with sum one has the form (c₁ + t, c₂ − t), and its mixed residual is w + t d. Its squared length is

‖w + t d‖² = ‖w‖² + 2t⟨w, d⟩ + t²‖d‖².

If ⟨w, d⟩ = 0, then t = 0 is a minimum. Conversely, if t = 0 is a minimum, then ‖d‖²t² + 2⟨w, d⟩t is never negative, so its discriminant 4⟨w, d⟩² is at most zero and ⟨w, d⟩ = 0. Substituting w = u − c₂d turns orthogonality into

c₂‖d‖² = ⟨u, d⟩.

Because d ≠ 0, this has exactly one solution c₂, and c₁ = 1 − c₂.

## Two-sided bounds on the weights

Put p = ‖u‖, q = ‖v‖ and g = ⟨u, v⟩. Then q ≤ Kp, −pq ≤ g ≤ pq, ⟨u, d⟩ = p² − g and ‖d‖² = p² − 2g + q². Hence

(1+K)⟨u, d⟩ − ‖d‖² = Kp² + (1−K)g − q² ≥ (Kp − q)(p + q) ≥ 0,

‖d‖² − (1−K)⟨u, d⟩ = Kp² − (1+K)g + q² ≥ (Kp − q)(p − q) ≥ 0.

The first line uses g ≥ −pq and the second g ≤ pq. Dividing by ‖d‖² and using c₁ = 1 − c₂ gives

1/(1+K) ≤ c₂ ≤ 1/(1−K),

−K/(1−K) ≤ c₁ ≤ K/(1+K).

The absolute bounds follow, since K/(1+K) ≤ K/(1−K) and c₂ is positive.

The undamped Anderson iterate is c₁F(x₀) + c₂F(x₁). Its difference from the plain iterate F(x₁) is c₁(F(x₀) − F(x₁)) = −c₁v, whose length is at most K²/(1−K) · ‖u‖.

## The Lean file

```lean
import Mathlib

open scoped InnerProductSpace

namespace BoundedAndersonCoefficients

variable {E : Type*} [NormedAddCommGroup E] [InnerProductSpace ℝ E]

/-- The residual `r(x) = F(x) - x` of a fixed-point map. -/
def residual (F : E → E) (x : E) : E := F x - x

/-- The pair `c` has sum one and minimises the norm of the mixed residual of `x₀` and `x₁`
among all pairs with sum one. -/
def IsAndersonPair (F : E → E) (x₀ x₁ : E) (c : ℝ × ℝ) : Prop :=
  c.1 + c.2 = 1 ∧ ∀ a b : ℝ, a + b = 1 →
    ‖c.1 • residual F x₀ + c.2 • residual F x₁‖ ≤ ‖a • residual F x₀ + b • residual F x₁‖

/-- The squared norm along a line is a quadratic polynomial in the step `t`. -/
theorem norm_sq_add_smul (w d : E) (t : ℝ) :
    ‖w + t • d‖ ^ 2 = ‖w‖ ^ 2 + 2 * t * ⟪w, d⟫_ℝ + t ^ 2 * ‖d‖ ^ 2 := by
  rw [norm_add_sq_real, real_inner_smul_right, norm_smul, mul_pow, Real.norm_eq_abs, sq_abs]
  ring

omit [InnerProductSpace ℝ E] in
/-- If `F` satisfies a Lipschitz bound with constant `K`, one plain fixed-point step multiplies the
residual norm by at most `K`. -/
theorem residual_step_le {F : E → E} {K : ℝ} (hF : ∀ x y, ‖F x - F y‖ ≤ K * ‖x - y‖) (x : E) :
    ‖residual F (F x)‖ ≤ K * ‖residual F x‖ :=
  hF (F x) x

omit [InnerProductSpace ℝ E] in
/-- A Lipschitz constant is nonnegative as soon as some residual is nonzero. -/
theorem lipschitz_const_nonneg {F : E → E} {K : ℝ} (hF : ∀ x y, ‖F x - F y‖ ≤ K * ‖x - y‖)
    {x : E} (hx : residual F x ≠ 0) : 0 ≤ K := by
  by_contra h
  have h1 := mul_neg_of_neg_of_pos (lt_of_not_ge h) (norm_pos_iff.2 hx)
  linarith [residual_step_le hF x, norm_nonneg (residual F (F x))]

/-- A pair with sum one is optimal exactly when the mixed residual is orthogonal to the
difference of the two residuals. -/
theorem isAndersonPair_iff_orthogonal (F : E → E) (x₀ x₁ : E) (c : ℝ × ℝ) :
    IsAndersonPair F x₀ x₁ c ↔ c.1 + c.2 = 1 ∧
      ⟪c.1 • residual F x₀ + c.2 • residual F x₁, residual F x₀ - residual F x₁⟫_ℝ = 0 := by
  unfold IsAndersonPair
  generalize residual F x₀ = u
  generalize residual F x₁ = v
  constructor
  · rintro ⟨hc, hmin⟩
    refine ⟨hc, ?_⟩
    -- a quadratic without constant term that is never negative has no linear term
    have h : ∀ t : ℝ, 0 ≤ ‖u - v‖ ^ 2 * (t * t)
        + (2 * ⟪c.1 • u + c.2 • v, u - v⟫_ℝ) * t + 0 := by
      intro t
      have h1 := hmin (c.1 + t) (c.2 - t) (by linarith)
      have h2 : (c.1 + t) • u + (c.2 - t) • v = (c.1 • u + c.2 • v) + t • (u - v) := by
        module
      rw [h2] at h1
      have h3 := pow_le_pow_left₀ (norm_nonneg _) h1 2
      rw [norm_sq_add_smul (c.1 • u + c.2 • v) (u - v) t] at h3
      nlinarith [h3]
    have h4 := discrim_le_zero h
    unfold discrim at h4
    have h5 : ⟪c.1 • u + c.2 • v, u - v⟫_ℝ ^ 2 ≤ 0 := by nlinarith [h4]
    exact (pow_eq_zero_iff two_ne_zero).1 (le_antisymm h5 (sq_nonneg _))
  · rintro ⟨hc, ho⟩
    refine ⟨hc, fun a b hab => ?_⟩
    have h2 : a • u + b • v = (c.1 • u + c.2 • v) + (a - c.1) • (u - v) := by
      have hb : b = c.2 - (a - c.1) := by linarith
      rw [hb]
      module
    rw [h2]
    apply (pow_le_pow_iff_left₀ (norm_nonneg _) (norm_nonneg _) two_ne_zero).1
    rw [norm_sq_add_smul (c.1 • u + c.2 • v) (u - v) (a - c.1), ho]
    nlinarith [mul_nonneg (sq_nonneg (a - c.1)) (sq_nonneg ‖u - v‖)]

/-- The optimal pairs are the pairs with sum one whose second weight solves a scalar normal
equation. -/
theorem isAndersonPair_iff_normal (F : E → E) (x₀ x₁ : E) (c : ℝ × ℝ) :
    IsAndersonPair F x₀ x₁ c ↔ c.1 + c.2 = 1 ∧
      c.2 * ‖residual F x₀ - residual F x₁‖ ^ 2
        = ⟪residual F x₀, residual F x₀ - residual F x₁⟫_ℝ := by
  rw [isAndersonPair_iff_orthogonal]
  refine and_congr_right fun hc => ?_
  have h : c.1 • residual F x₀ + c.2 • residual F x₁
      = residual F x₀ - c.2 • (residual F x₀ - residual F x₁) := by
    have h1 : c.1 = 1 - c.2 := by linarith
    rw [h1]
    module
  rw [h, inner_sub_left, real_inner_smul_left, real_inner_self_eq_norm_sq]
  constructor <;> intro h <;> linarith

/-- If `v` is shorter than `u` by a factor `K < 1`, the solution `s` of the normal equation
obeys `1 ≤ (1 + K) s` and `(1 - K) s ≤ 1`. -/
theorem weight_bounds {u v : E} {K s : ℝ} (hu : 0 < ‖u‖) (hK0 : 0 ≤ K) (hK1 : K < 1)
    (hv : ‖v‖ ≤ K * ‖u‖) (hs : s * ‖u - v‖ ^ 2 = ⟪u, u - v⟫_ℝ) :
    1 ≤ (1 + K) * s ∧ (1 - K) * s ≤ 1 := by
  have hD : ‖u - v‖ ^ 2 = ‖u‖ ^ 2 - 2 * ⟪u, v⟫_ℝ + ‖v‖ ^ 2 := norm_sub_sq_real u v
  have hI : ⟪u, u - v⟫_ℝ = ‖u‖ ^ 2 - ⟪u, v⟫_ℝ := by
    rw [inner_sub_right, real_inner_self_eq_norm_sq]
  -- Cauchy-Schwarz controls the overlap of the two residuals
  obtain ⟨hcs1, hcs2⟩ := abs_le.1 (abs_real_inner_le_norm u v)
  have hlt : ‖v‖ < ‖u‖ := by nlinarith
  have hpos : 0 < ‖u - v‖ ^ 2 := by
    rw [hD]
    nlinarith [mul_pos (sub_pos.2 hlt) (sub_pos.2 hlt)]
  have hlow : ‖u - v‖ ^ 2 ≤ (1 + K) * ⟪u, u - v⟫_ℝ := by
    rw [hD, hI]
    nlinarith [mul_nonneg (sub_nonneg.2 hv) (add_nonneg (norm_nonneg u) (norm_nonneg v)),
      mul_nonneg (sub_nonneg.2 hK1.le) (sub_nonneg.2 hcs1)]
  have hupp : (1 - K) * ⟪u, u - v⟫_ℝ ≤ ‖u - v‖ ^ 2 := by
    rw [hD, hI]
    nlinarith [mul_nonneg (sub_nonneg.2 hv) (sub_nonneg.2 hlt.le),
      mul_nonneg (add_nonneg zero_le_one hK0) (sub_nonneg.2 hcs2)]
  constructor
  · exact le_of_mul_le_mul_right (by rw [one_mul, mul_assoc, hs]; exact hlow) hpos
  · exact le_of_mul_le_mul_right (by rw [one_mul, mul_assoc, hs]; exact hupp) hpos

/-- For a contraction and a nonzero residual at `x₀`, the optimal weight of `x₀` lies between
`-K/(1-K)` and `K/(1+K)`, and the weight of `F(x₀)` between `1/(1+K)` and `1/(1-K)`. -/
theorem anderson_coefficients_range {F : E → E} {K : ℝ} (hK1 : K < 1)
    (hF : ∀ x y, ‖F x - F y‖ ≤ K * ‖x - y‖) {x₀ : E} (hx : residual F x₀ ≠ 0)
    {c : ℝ × ℝ} (h : IsAndersonPair F x₀ (F x₀) c) :
    c.1 ∈ Set.Icc (-(K / (1 - K))) (K / (1 + K)) ∧
      c.2 ∈ Set.Icc (1 / (1 + K)) (1 / (1 - K)) := by
  have hK0 := lipschitz_const_nonneg hF hx
  obtain ⟨hc, hn⟩ := (isAndersonPair_iff_normal F x₀ (F x₀) c).1 h
  obtain ⟨h1, h2⟩ := weight_bounds (norm_pos_iff.2 hx) hK0 hK1 (residual_step_le hF x₀) hn
  have hp : 0 < 1 + K := by linarith
  have hm : 0 < 1 - K := by linarith
  have e : c.1 = 1 - c.2 := by linarith
  refine ⟨⟨neg_le.1 ((le_div_iff₀ hm).2 ?_), (le_div_iff₀ hp).2 ?_⟩,
    ⟨(div_le_iff₀ hp).2 ?_, (le_div_iff₀ hm).2 ?_⟩⟩
  · rw [e]; linarith
  · rw [e]; linarith
  · linarith
  · linarith

/-- For a contraction `F`, linear or not, and a nonzero residual at `x₀`, the two-vector Anderson
coefficients of `x₀` and `F(x₀)` exist, are unique, and are bounded by `K/(1-K)` and `1/(1-K)`. -/
theorem anderson_coefficients_bounded {F : E → E} {K : ℝ} (hK1 : K < 1)
    (hF : ∀ x y, ‖F x - F y‖ ≤ K * ‖x - y‖) {x₀ : E} (hx : residual F x₀ ≠ 0) :
    (∃! c : ℝ × ℝ, IsAndersonPair F x₀ (F x₀) c) ∧
      ∀ c : ℝ × ℝ, IsAndersonPair F x₀ (F x₀) c →
        |c.1| ≤ K / (1 - K) ∧ |c.2| ≤ 1 / (1 - K) := by
  have hK0 := lipschitz_const_nonneg hF hx
  have hm : 0 < 1 - K := by linarith
  constructor
  · -- the two residuals differ, so the normal equation has one solution
    have hD : ‖residual F x₀ - residual F (F x₀)‖ ^ 2 ≠ 0 := by
      refine pow_ne_zero 2 (norm_ne_zero_iff.2 (sub_ne_zero.2 fun h => ?_))
      have hk := residual_step_le hF x₀
      rw [← h] at hk
      nlinarith [norm_pos_iff.2 hx]
    refine ⟨(1 - ⟪residual F x₀, residual F x₀ - residual F (F x₀)⟫_ℝ
        / ‖residual F x₀ - residual F (F x₀)‖ ^ 2,
      ⟪residual F x₀, residual F x₀ - residual F (F x₀)⟫_ℝ
        / ‖residual F x₀ - residual F (F x₀)‖ ^ 2),
      (isAndersonPair_iff_normal _ _ _ _).2 ⟨sub_add_cancel _ _, div_mul_cancel₀ _ hD⟩, ?_⟩
    rintro ⟨a, b⟩ h
    obtain ⟨h1, h2⟩ := (isAndersonPair_iff_normal _ _ _ _).1 h
    have hb := (eq_div_iff hD).2 h2
    exact Prod.ext ((eq_sub_of_add_eq h1).trans (congrArg (fun t => 1 - t) hb)) hb
  · intro c h
    obtain ⟨⟨h1, h2⟩, h3, h4⟩ := anderson_coefficients_range hK1 hF hx h
    have h5 : K / (1 + K) ≤ K / (1 - K) :=
      div_le_div_of_nonneg_left hK0 hm (by linarith)
    have h6 : 0 < 1 / (1 + K) := by positivity
    exact ⟨abs_le.2 ⟨h1, h2.trans h5⟩, abs_le.2 ⟨by linarith, h4⟩⟩

/-- For a contraction `F` and a nonzero residual at `x₀`, the undamped Anderson iterate built from
`x₀` and `F(x₀)` differs from the plain iterate `F(F(x₀))` by at most `K²/(1-K)` times the initial
residual norm. -/
theorem anderson_step_near_plain_step {F : E → E} {K : ℝ} (hK1 : K < 1)
    (hF : ∀ x y, ‖F x - F y‖ ≤ K * ‖x - y‖) {x₀ : E} (hx : residual F x₀ ≠ 0)
    {c : ℝ × ℝ} (h : IsAndersonPair F x₀ (F x₀) c) :
    ‖(c.1 • F x₀ + c.2 • F (F x₀)) - F (F x₀)‖ ≤ K ^ 2 / (1 - K) * ‖residual F x₀‖ := by
  have hK0 := lipschitz_const_nonneg hF hx
  have hm : 0 < 1 - K := by linarith
  have hb := ((anderson_coefficients_bounded hK1 hF hx).2 c h).1
  have e : (c.1 • F x₀ + c.2 • F (F x₀)) - F (F x₀) = -(c.1 • residual F (F x₀)) := by
    have h2 : c.2 = 1 - c.1 := by linarith [h.1]
    rw [h2]
    unfold residual
    module
  rw [e, norm_neg, norm_smul, Real.norm_eq_abs]
  calc |c.1| * ‖residual F (F x₀)‖ ≤ K / (1 - K) * (K * ‖residual F x₀‖) :=
        mul_le_mul hb (residual_step_le hF x₀) (norm_nonneg _) (div_nonneg hK0 hm.le)
    _ = K ^ 2 / (1 - K) * ‖residual F x₀‖ := by ring

/-- The scaling map `F(x) = a x` with `a ≠ 1` changes distances by the factor `|a|`, and
`-a/(1-a)` and `1/(1-a)` are Anderson coefficients for it. -/
theorem scaling_map_coefficients {a : ℝ} (ha : a ≠ 1) (x₀ : E) :
    (∀ x y : E, ‖a • x - a • y‖ = |a| * ‖x - y‖) ∧
      IsAndersonPair (fun x : E => a • x) x₀ (a • x₀) (-(a / (1 - a)), 1 / (1 - a)) := by
  have h1 : 1 - a ≠ 0 := sub_ne_zero.2 ha.symm
  refine ⟨fun x y => by rw [← smul_sub, norm_smul, Real.norm_eq_abs], ?_, fun p q _ => ?_⟩
  · have h2 : -(a / (1 - a)) + 1 / (1 - a) = (1 - a) / (1 - a) := by ring
    exact h2.trans (div_self h1)
  · -- the mixed residual vanishes
    have h0 : (-(a / (1 - a))) • (a • x₀ - x₀)
        + (1 / (1 - a)) • (a • (a • x₀) - a • x₀) = 0 := by
      module
    change ‖(-(a / (1 - a))) • (a • x₀ - x₀)
        + (1 / (1 - a)) • (a • (a • x₀) - a • x₀)‖ ≤ _
    rw [h0, norm_zero]
    exact norm_nonneg _

end BoundedAndersonCoefficients
```

```lean
#print axioms BoundedAndersonCoefficients.anderson_coefficients_bounded
-- 'BoundedAndersonCoefficients.anderson_coefficients_bounded' depends on axioms: [propext, Classical.choice, Quot.sound]
#print axioms BoundedAndersonCoefficients.anderson_step_near_plain_step
-- 'BoundedAndersonCoefficients.anderson_step_near_plain_step' depends on axioms: [propext, Classical.choice, Quot.sound]
#print axioms BoundedAndersonCoefficients.scaling_map_coefficients
-- 'BoundedAndersonCoefficients.scaling_map_coefficients' depends on axioms: [propext, Classical.choice, Quot.sound]
```

## What the Lean statements say

The space `E` is any real inner-product space, of finite or infinite dimension, and need not be complete. Its vectors stand for whatever is being mixed, such as densities or potentials. The map `F : E → E` is arbitrary apart from `hF`, the Lipschitz bound with constant `K`, and `hK1 : K < 1`. Neither linearity nor the existence of a fixed point is assumed.

Physically, `hF` with `K < 1` says that one self-consistency cycle shrinks the distance between any two inputs, measured in the norm of `E`, to at most K times its value, with the same K for all pairs. This is a strong condition: it excludes maps whose plain iteration oscillates with growing amplitude, as in charge sloshing. It is also required on all of `E`, whereas a real SCF map may be defined, or contract, only on part of the space.

`residual F x` is F(x) − x; the opposite sign convention would give the same weights. `IsAndersonPair F x₀ x₁ c` says that the components of `c` sum to one and that no other pair with sum one gives a shorter mixed residual. Here `c.1` is c₁, the weight of x₀, and `c.2` is c₂, the weight of x₁. The definition contains no formula for the weights.

The main theorem, `anderson_coefficients_bounded`, states that there is exactly one such pair for x₀ and F(x₀), and that every such pair obeys the two absolute bounds. `anderson_coefficients_range` gives the two-sided intervals, and `anderson_step_near_plain_step` bounds the distance from the plain iterate. All of this concerns a single mixing of two vectors; convergence of the repeated Anderson iteration is a different question.

## How the proof follows the calculation

`residual_step_le` is the estimate ‖v‖ ≤ K‖u‖. It is `hF` applied to F(x) and x, and `lipschitz_const_nonneg` deduces K ≥ 0 from it.

`norm_sq_add_smul` expands the squared norm along a line. `isAndersonPair_iff_orthogonal` uses it in both directions: `discrim_le_zero` supplies the discriminant argument, while the converse compares squared norms after the linear term has vanished. The tactic `module` checks the vector identities that rewrite a competing pair as w + t d. `isAndersonPair_iff_normal` then substitutes w = u − c₂d to obtain the scalar equation.

`weight_bounds` contains the two inequalities in p, q and g. The products given to `nlinarith` are those of the calculation: (Kp − q)(p + q) and (Kp − q)(p − q), each with the matching Cauchy-Schwarz term. Cancelling the positive factor ‖d‖² leaves 1 ≤ (1+K)c₂ and (1−K)c₂ ≤ 1, which `anderson_coefficients_range` turns into intervals.

For existence, the main theorem supplies the quotient ⟨u, d⟩/‖d‖² as c₂; for uniqueness, it shows that any optimal pair must have this value. The absolute bounds are read off from the intervals.

`scaling_map_coefficients` treats F(x) = a x with a ≠ 1, for which the weights −a/(1−a) and 1/(1−a) make the mixed residual vanish. For x₀ ≠ 0 and 0 ≤ K < 1, setting a = K attains both absolute bounds, and a = −K attains the other ends of the intervals.

## The step in an SCF code

After two evaluations of the map, F0 = F(x0) and F1 = F(F0), the mixing takes a few lines:

```
r0 = F0 - x0
r1 = F1 - F0
d  = r0 - r1
c2 = dot(r0, d) / dot(d, d)
c1 = 1 - c2
x2 = c1*F0 + c2*F1
```

For a contractive map and a first step without damping, the bounds give a check on these numbers: a negative `c2`, for instance, means that a hypothesis fails or that the code or its arithmetic is at fault. For this check, `dot` must be the inner product whose norm appears in the contraction condition.

## Where the bounds fail

**Without K < 1.** The translation F(x) = x + b with b ≠ 0 has Lipschitz constant 1. Both residuals equal b, so every pair with sum one is optimal and uniqueness is lost.

**Without r(x₀) ≠ 0.** Then x₁ = x₀ and both residuals vanish, so again every pair with sum one is optimal.

**Without x₁ = F(x₀).** On the real line take F(x) = 0, so that K = 0, with x₀ = 1 and x₁ = 1.01. The residuals are −1 and −1.01, and the optimal weights are c₁ = 101 and c₂ = −100, whereas the bounds would allow only 0 and 1. Two nearly equal inputs can thus produce large weights even for a perfect contraction, so the bounds do not carry over to arbitrary pairs of inputs. Later pairs in a mixing history usually do not have the form x, F(x), and then the theorem does not cover them.
